# Unnormalised vectors whose overlap matrix has determinant one can still be nearly linearly dependent

The lemma `overlap_nearly_dependent` concerns the m + 2 columns of a real upper triangular matrix T, with 1 on the diagonal and −1 everywhere above it. Their overlap matrix TᵀT has determinant one, yet some non-zero coefficient vector c satisfies c·TᵀTc ≤ 4^(−m) c·c, so the smallest eigenvalue of the overlap matrix is at most 4^(−m). The columns are not normalised: their squared lengths are 1, 2, …, m + 2, and scaling them to unit length would bring the determinant down to 1/(m + 2)!. The proof takes c = (2^m, …, 2, 1, 1), which T maps to the last unit vector, so that the quadratic form equals 1, while the first component alone makes c·c at least 4^m.

In Lean, a first try:

```lean
import Mathlib

open Matrix

namespace DeterminantNumericalRank

noncomputable section

/-- The upper triangular matrix with `1` on the diagonal and `-1` everywhere above it. -/
def T (n : ℕ) : Matrix (Fin n) (Fin n) ℝ :=
  Matrix.of fun i j => if i = j then 1 else if i < j then -1 else 0

/-- The soft mode in dimension `m + 2`, with components `2^m, ..., 4, 2, 1, 1`. -/
def softMode (m : ℕ) : Fin (m + 2) → ℝ := fun j => 2 ^ (m - (j : ℕ))

/-- The matrix `T` has determinant one in every dimension. -/
theorem det_T (n : ℕ) : (T n).det = 1 := by
  have hU : (T n).BlockTriangular id := by
    intro i j hij
    have h : j < i := hij
    simp [T, h.ne', lt_asymm h]
  rw [Matrix.det_of_isUpperTriangular hU]
  simp [T]

/-- The components `2^m, ..., 2, 1, 1` of the soft mode add up to `2^(m+1)`. -/
theorem sum_softMode (m : ℕ) :
    ∑ j : Fin (m + 1 + 1), (2 : ℝ) ^ (m - (j : ℕ)) = 2 ^ (m + 1) := by
  induction m with
  | zero => norm_num [Fin.sum_univ_succ]
  | succ m ih =>
    have h : ∀ j : Fin (m + 1 + 1),
        (2 : ℝ) ^ (m + 1 - (j.succ : ℕ)) = 2 ^ (m - (j : ℕ)) := fun j => by
      rw [Fin.val_succ, Nat.add_sub_add_right]
    have h0 : m + 1 - ((0 : Fin (m + 1 + 1 + 1)) : ℕ) = m + 1 := by simp
    rw [Fin.sum_univ_succ, Finset.sum_congr rfl (fun j _ => h j), ih, h0]
    ring

/-- Back substitution, row by row: every row of `T` annihilates the soft mode,
except the last, which gives one. -/
theorem row_softMode (m : ℕ) : ∀ i : Fin (m + 1 + 1),
    ∑ j : Fin (m + 1 + 1), T (m + 1 + 1) i j * (2 : ℝ) ^ (m - (j : ℕ))
      = if i = Fin.last (m + 1) then 1 else 0 := by
  induction m with
  | zero =>
    intro i
    fin_cases i <;> simp [T, Fin.sum_univ_succ, Fin.ext_iff]
  | succ m ih =>
    intro i
    have h : ∀ j : Fin (m + 1 + 1),
        (2 : ℝ) ^ (m + 1 - (j.succ : ℕ)) = 2 ^ (m - (j : ℕ)) := fun j => by
      rw [Fin.val_succ, Nat.add_sub_add_right]
    have h0 : m + 1 - ((0 : Fin (m + 1 + 1 + 1)) : ℕ) = m + 1 := by simp
    rw [Fin.sum_univ_succ]
    simp only [h, h0]
    induction i using Fin.cases with
    | zero =>
      -- the first component balances the sum of all the others
      have a : T (m + 1 + 1 + 1) 0 0 = 1 := by simp [T]
      have b : ∀ j : Fin (m + 1 + 1), T (m + 1 + 1 + 1) 0 j.succ = -1 := fun j => by
        change (if (0 : Fin (m + 1 + 1 + 1)) = j.succ then (1 : ℝ)
          else if (0 : Fin (m + 1 + 1 + 1)) < j.succ then -1 else 0) = -1
        rw [if_neg (Fin.succ_ne_zero j).symm, if_pos (Fin.succ_pos j)]
      simp only [a, b]
      rw [← Finset.mul_sum, sum_softMode, if_neg (by simp [Fin.ext_iff])]
      ring
    | succ k =>
      -- the remaining rows are those of the smaller matrix
      have a : T (m + 1 + 1 + 1) k.succ 0 = 0 := by
        change (if k.succ = (0 : Fin (m + 1 + 1 + 1)) then (1 : ℝ)
          else if k.succ < (0 : Fin (m + 1 + 1 + 1)) then -1 else 0) = 0
        rw [if_neg (Fin.succ_ne_zero k), if_neg (lt_asymm (Fin.succ_pos k))]
      have b : ∀ j : Fin (m + 1 + 1),
          T (m + 1 + 1 + 1) k.succ j.succ = T (m + 1 + 1) k j := fun j => by
        simp [T]
      simp only [a, b]
      rw [ih k]
      simp [Fin.ext_iff]

/-- The matrix `T` maps the soft mode to the last unit vector. -/
theorem T_mulVec_softMode (m : ℕ) :
    T (m + 2) *ᵥ softMode m = Pi.single (Fin.last (m + 1)) 1 := by
  ext i
  rw [Pi.single_apply]
  exact row_softMode m i

/-- The overlap matrix `TᵀT` of the columns of `T` has determinant one, yet for some non-zero
coefficient vector `c` the combination of columns has squared norm `c·TᵀT c` at most `4^(-m)` times
`c·c`. -/
theorem overlap_nearly_dependent (m : ℕ) :
    ((T (m + 2))ᵀ * T (m + 2)).det = 1 ∧
      ∃ c : Fin (m + 2) → ℝ, c ≠ 0 ∧
        c ⬝ᵥ (((T (m + 2))ᵀ * T (m + 2)) *ᵥ c) ≤ (1 / 4) ^ m * (c ⬝ᵥ c) := by
  have hx : softMode m 0 = 2 ^ m := by simp [softMode]
  refine ⟨by rw [Matrix.det_mul, Matrix.det_transpose, det_T, one_mul],
    softMode m, fun h => ?_, ?_⟩
  · have h0 := congrFun h 0
    rw [hx] at h0
    exact pow_ne_zero m two_ne_zero h0
  · -- the quadratic form is the squared length of `T c`, a unit vector
    have h1 : softMode m ⬝ᵥ (((T (m + 2))ᵀ * T (m + 2)) *ᵥ softMode m) = 1 := by
      rw [← Matrix.mulVec_mulVec, Matrix.dotProduct_mulVec, Matrix.vecMul_transpose,
        T_mulVec_softMode]
      simp
    have h2 : softMode m 0 * softMode m 0 ≤ softMode m ⬝ᵥ softMode m :=
      Finset.single_le_sum (f := fun j => softMode m j * softMode m j)
        (fun j _ => mul_self_nonneg _) (Finset.mem_univ 0)
    have h3 : (1 / 4 : ℝ) ^ m * (2 ^ m * 2 ^ m) = 1 := by
      rw [← mul_pow, ← mul_pow]
      norm_num
    rw [hx] at h2
    rw [h1, ← h3]
    exact mul_le_mul_of_nonneg_left h2 (by positivity)

end

end DeterminantNumericalRank
```

The compiler's answer:

```
Main.lean:112:43: error: failed to prove positivity/nonnegativity/nonzeroness
```

What went wrong. The message says that `positivity` could not prove the side goal of `mul_le_mul_of_nonneg_left`, namely that the common left factor is non-negative. The fault lies one line earlier. After `rw [h1]` the goal is `1 ≤ (1 / 4) ^ m * (softMode m ⬝ᵥ softMode m)`. The rewrite `← h3` is meant to expand the `1` on the left, but `rw` replaces every instance of the pattern, including the numerator of `1 / 4`. The left factors on the two sides then no longer match, and the goal does not supply the common factor `(1 / 4) ^ m` that the lemma needs. Nor does `h2` determine it, since it only compares the right factors.

The repair drops `← h3` from the rewrite, so `1 / 4` stays intact. Instead, `h3.symm.le` gives `1 ≤ (1 / 4) ^ m * (2 ^ m * 2 ^ m)`, and `.trans` joins this to the inequality obtained by multiplying `h2`. The common factor is now `(1 / 4) ^ m`, which `positivity` can show to be non-negative.

As a diff, the version that Lean accepts:

```diff
@@ -109,6 +109,6 @@
       norm_num
     rw [hx] at h2
-    rw [h1, ← h3]
-    exact mul_le_mul_of_nonneg_left h2 (by positivity)
+    rw [h1]
+    exact h3.symm.le.trans (mul_le_mul_of_nonneg_left h2 (by positivity))
 
 end
```
